# The cosine of a real angle never exceeds its fourth-order Taylor polynomial at zero

The lemma states that cos x ≤ 1 − x²/2 + x⁴/24 for every real x, with no restriction to small angles. Read physically, it bounds the real part of a phase factor e^{ix} from above by a quartic in the phase; no particular system or model is assumed. The attempt first shows that sin y − y + y³/6 has derivative cos y − 1 + y²/2, which is never negative, so that sin y ≥ y − y³/6 for y ≥ 0. It then sets y = |x|/2, writes cos x as 1 − 2 sin² y, and bounds sin² y from below, treating y² ≤ 6 and y² ≥ 6 separately.

This version doesn't compile in Lean 4 with Mathlib:

```lean
import Mathlib

open Matrix ComplexConjugate
open scoped ComplexOrder

namespace CosLeQuartic

noncomputable section

variable (N : ℕ) [NeZero N] (h : ℝ)

variable {h}

/-- For every real `x`, the cosine is at most its fourth-order Taylor polynomial at `0`. -/
theorem cos_le_quartic (x : ℝ) : Real.cos x ≤ 1 - x ^ 2 / 2 + x ^ 4 / 24 := by
  have H (y : ℝ) : HasDerivAt (fun y => Real.sin y - y + y ^ 3 / 6)
      (Real.cos y - 1 + y ^ 2 / 2) y := by
    convert ((Real.hasDerivAt_sin y).fun_sub (hasDerivAt_id' y)).fun_add
      ((hasDerivAt_pow 3 y).div_const 6) using 1
    norm_num
    ring
  have mono := monotone_of_deriv_nonneg (fun y => (H y).differentiableAt) fun y => by
    have c : 1 - y ^ 2 / 2 ≤ Real.cos y := Real.one_sub_sq_div_two_le_cos
    rw [(H y).deriv]
    linarith
  obtain ⟨y, hy⟩ : ∃ y, y = |x| / 2 := ⟨_, rfl⟩
  have y0 : 0 ≤ y := by rw [hy]; positivity
  have hs : y - y ^ 3 / 6 ≤ Real.sin y := by
    have := mono y0
    norm_num at this
    linarith
  have x2 : x ^ 2 = 4 * y ^ 2 := by rw [hy, div_pow, sq_abs]; ring
  have x4 : x ^ 4 = 16 * y ^ 4 := by
    rw [show x ^ 4 = (x ^ 2) ^ 2 by ring, x2]; ring
  have hc : Real.cos x = 1 - 2 * Real.sin y ^ 2 := by
    rw [← Real.cos_abs, show |x| = 2 * y by rw [hy]; ring, Real.cos_two_mul]
    linarith [Real.sin_sq_add_cos_sq y]
  have hq : y ^ 2 - y ^ 4 / 3 ≤ Real.sin y ^ 2 := by
    rcases le_total (y ^ 2) 6 with h6 | h6
    · have p : 0 ≤ y - y ^ 3 / 6 := by nlinarith [mul_nonneg y0 (sub_nonneg.mpr h6)]
      have := pow_le_pow_left₀ p hs 2
      nlinarith [sq_nonneg (y ^ 3)]
    · nlinarith [mul_nonneg (sq_nonneg y) (sub_nonneg.mpr h6), sq_nonneg (Real.sin y)]
  rw [hc, x2, x4]
  linarith

end

end CosLeQuartic
```

Lean reports:

```
Main.lean:21:4: error: `ring_nf` made no progress on the goal
```

What went wrong. The error is at the `ring` that ends the proof of the derivative formula `H`. When `ring` cannot close a goal it falls back on `ring_nf`, and here that could not change the goal either. The goal is the one left by `convert ... using 1` and `norm_num`; the message does not print it, so its exact form, and why `ring` was stuck on it, cannot be read off.

The repair no longer relies on what those two tactics leave. It names the combined derivative fact `d`, and `d.congr_deriv` leaves only the equality of the two derivative values. `change` writes the left side out, with the exponent `3 - 1` as `2`, and `push_cast` turns the natural number 3, cast to the reals, into a real numeral. What remains is 3y²/6 against y²/2 with the other terms equal, which `ring` proves.

No message concerns the second half. Its replacement, which uses y(sin y − y + y³/6) ≥ 0 for all y to avoid the absolute value and the split on y², is mere tidying.

As a diff, the version that Lean accepts:

```diff
@@ -16,7 +16,9 @@
   have H (y : ℝ) : HasDerivAt (fun y => Real.sin y - y + y ^ 3 / 6)
       (Real.cos y - 1 + y ^ 2 / 2) y := by
-    convert ((Real.hasDerivAt_sin y).fun_sub (hasDerivAt_id' y)).fun_add
-      ((hasDerivAt_pow 3 y).div_const 6) using 1
-    norm_num
+    have d := ((Real.hasDerivAt_sin y).fun_sub (hasDerivAt_id' y)).fun_add
+      ((hasDerivAt_pow 3 y).div_const 6)
+    refine d.congr_deriv ?_
+    change Real.cos y - 1 + ((3 : ℕ) : ℝ) * y ^ 2 / 6 = _
+    push_cast
     ring
   have mono := monotone_of_deriv_nonneg (fun y => (H y).differentiableAt) fun y => by
@@ -24,24 +26,16 @@
     rw [(H y).deriv]
     linarith
-  obtain ⟨y, hy⟩ : ∃ y, y = |x| / 2 := ⟨_, rfl⟩
-  have y0 : 0 ≤ y := by rw [hy]; positivity
-  have hs : y - y ^ 3 / 6 ≤ Real.sin y := by
-    have := mono y0
-    norm_num at this
-    linarith
-  have x2 : x ^ 2 = 4 * y ^ 2 := by rw [hy, div_pow, sq_abs]; ring
-  have x4 : x ^ 4 = 16 * y ^ 4 := by
-    rw [show x ^ 4 = (x ^ 2) ^ 2 by ring, x2]; ring
-  have hc : Real.cos x = 1 - 2 * Real.sin y ^ 2 := by
-    rw [← Real.cos_abs, show |x| = 2 * y by rw [hy]; ring, Real.cos_two_mul]
-    linarith [Real.sin_sq_add_cos_sq y]
-  have hq : y ^ 2 - y ^ 4 / 3 ≤ Real.sin y ^ 2 := by
-    rcases le_total (y ^ 2) 6 with h6 | h6
-    · have p : 0 ≤ y - y ^ 3 / 6 := by nlinarith [mul_nonneg y0 (sub_nonneg.mpr h6)]
-      have := pow_le_pow_left₀ p hs 2
-      nlinarith [sq_nonneg (y ^ 3)]
-    · nlinarith [mul_nonneg (sq_nonneg y) (sub_nonneg.mpr h6), sq_nonneg (Real.sin y)]
-  rw [hc, x2, x4]
-  linarith
+  -- the sine lies above its cubic on the right and below it on the left
+  have g (y : ℝ) : 0 ≤ y * (Real.sin y - y + y ^ 3 / 6) := by
+    rcases le_total 0 y with h0 | h0
+    · have m := mono h0
+      simp only [Real.sin_zero] at m
+      exact mul_nonneg h0 (by linarith)
+    · have m := mono h0
+      simp only [Real.sin_zero] at m
+      exact mul_nonneg_of_nonpos_of_nonpos h0 (by linarith)
+  have c := Real.cos_two_mul (x / 2)
+  rw [show 2 * (x / 2) = x by ring] at c
+  nlinarith [g (x / 2), sq_nonneg (Real.sin (x / 2) - x / 2), Real.sin_sq_add_cos_sq (x / 2)]
 
 end
```
